# Two shrinking charge dumbbells with fixed moments and centres approach the point-dipole interaction energy

Put two dumbbells head to tail on a line, their centres a distance $R$ apart. Each has charges $\pm1/d$ separated by $d$, with $0<d<R$. Between the dumbbells, the two like pairs are at distance $R$, the unlike pairs at $R\pm d$. With the Coulomb constant set to 1, the interaction energy, which leaves out the attraction inside each dumbbell, is

$$E=\frac1{d^2}\left(\frac2R-\frac1{R+d}-\frac1{R-d}\right)=-\frac{2}{R(R^2-d^2)}.$$

The bracket is of order $d^2$, which cancels the prefactor and leaves $-2/R^3$ as $d\to0^+$. For $R=2$, $d=1$ the four terms are $\tfrac12+\tfrac12-1-\tfrac13=-\tfrac13$; the point-dipole value is $-\tfrac14$. At $d=0.2$ the energy is already $-0.2525$.

## Distances from an inner product

For general directions, let $r$ be the separation of the centres, $R=\|r\|$, $u=r/R$, and $n_1,n_2$ the moments. The space `V` is any real inner product space, with $\mathbb R^3$ the physical case. The inner product lets squared distances be expanded; a general norm would not allow this. The interaction is $1/\text{distance}$ in every dimension, with the Coulomb constant set to 1.

`dumbbellEnergy` sums over the four pairs between dumbbells and omits each one's self-energy. `unitVec r` is $u$, and `dipoleEnergy` is the point-dipole expression.

```lean
import Mathlib

open Filter Topology
open scoped InnerProductSpace

namespace DumbbellLimit

noncomputable section

variable {V : Type*} [NormedAddCommGroup V] [InnerProductSpace ℝ V]

/-- The two charges `+1/d` and `-1/d` of a dumbbell of spacing parameter `d ≠ 0`. -/
def charge (d : ℝ) : Fin 2 → ℝ := ![1 / d, -(1 / d)]

/-- The positions `c + d n/2` and `c - d n/2` of the two charges of a dumbbell centred at `c`. -/
def site (c n : V) (d : ℝ) : Fin 2 → V := ![c + (d / 2) • n, c - (d / 2) • n]

/-- Coulomb energy between a dumbbell along `n₁` at the origin and one along `n₂` at `r`,
for `d ≠ 0` and no charge of one dumbbell on top of a charge of the other. -/
def dumbbellEnergy (r n₁ n₂ : V) (d : ℝ) : ℝ :=
  ∑ i, ∑ j, charge d i * charge d j / ‖site r n₂ d j - site 0 n₁ d i‖

/-- The unit vector `r/‖r‖` along a separation `r ≠ 0`. -/
def unitVec (r : V) : V := ‖r‖⁻¹ • r

/-- Interaction energy of point dipoles `n₁` and `n₂` at separation `r ≠ 0`. -/
def dipoleEnergy (r n₁ n₂ : V) : ℝ :=
  (⟪n₁, n₂⟫_ℝ - 3 * ⟪n₁, unitVec r⟫_ℝ * ⟪n₂, unitVec r⟫_ℝ) / ‖r‖ ^ 3

/-- The direction of a nonzero separation has length one. -/
theorem norm_unitVec {r : V} (hr : r ≠ 0) : ‖unitVec r‖ = 1 := by
  rw [unitVec, norm_smul, norm_inv, norm_norm, inv_mul_cancel₀ (norm_ne_zero_iff.mpr hr)]
```

## Charge $1/d$ with $d\neq0$

Charge $1/d$ times displacement $d\,n$ keeps the moment equal to $n$. With charges of fixed size the energy would vanish at least as fast as $d^2$.

Set $a=(n_2-n_1)/2$ and $b=(n_1+n_2)/2$. Like charges are at distances $\|r\pm da\|$, unlike ones at $\|r\pm db\|$. Adding and subtracting $2/R$ gives $E=D_a-D_b$, where

$$D_a=\frac1{d^2}\left(\frac1A+\frac1B-\frac2R\right),\qquad A=\|r+da\|,\quad B=\|r-da\|.$$

`dumbbellEnergy_eq` is this regrouping, before the $2/R$ is inserted.

```lean
/-- The four Coulomb terms written with the half difference and the half sum of the
dumbbell vectors. -/
theorem dumbbellEnergy_eq (r n₁ n₂ : V) (d : ℝ) :
    dumbbellEnergy r n₁ n₂ d =
      (1 / ‖r + d • (1 / 2 : ℝ) • (n₂ - n₁)‖ + 1 / ‖r - d • (1 / 2 : ℝ) • (n₂ - n₁)‖
        - 1 / ‖r + d • (1 / 2 : ℝ) • (n₁ + n₂)‖
        - 1 / ‖r - d • (1 / 2 : ℝ) • (n₁ + n₂)‖) / d ^ 2 := by
  have h1 : r + (d / 2) • n₂ - (0 + (d / 2) • n₁) = r + d • (1 / 2 : ℝ) • (n₂ - n₁) := by
    module
  have h2 : r - (d / 2) • n₂ - (0 - (d / 2) • n₁) = r - d • (1 / 2 : ℝ) • (n₂ - n₁) := by
    module
  have h3 : r + (d / 2) • n₂ - (0 - (d / 2) • n₁) = r + d • (1 / 2 : ℝ) • (n₁ + n₂) := by
    module
  have h4 : r - (d / 2) • n₂ - (0 + (d / 2) • n₁) = r - d • (1 / 2 : ℝ) • (n₁ + n₂) := by
    module
  simp only [dumbbellEnergy, Fin.sum_univ_two, charge, site, Matrix.cons_val_zero,
    Matrix.cons_val_one]
  rw [h1, h2, h3, h4]
  ring
```

With $p=r\cdot a$ and $q=\|a\|^2$, we have $A^2=R^2+2dp+d^2q$ and $B^2=R^2-2dp+d^2q$. Hence

$$\frac1A-\frac1R=-\frac{2dp+d^2q}{RA(A+R)},\qquad \frac1B-\frac1R=\frac{2dp-d^2q}{RB(B+R)}.$$

In the sum, the terms in $p$ combine through $A-B=4dp/(A+B)$. Dividing by $d^2$, which needs $d\ne0$, gives

$$D_a=\frac{8p^2(A+B+R)}{R(A+B)AB(A+R)(B+R)}-\frac{q}{RA(A+R)}-\frac{q}{RB(B+R)}.$$

The Lean proof solves for $p$ and $q$ in terms of the distances, again dividing by $d$, and lets `field_simp` and `ring` check the identity.

```lean
/-- For positive distances `A`, `B` from the source to two points displaced oppositely by a step
`d ≠ 0`, and `R > 0` to their midpoint, the second difference of the Coulomb potential divided by
`d ^ 2` equals an expression without inverse powers of `d`. -/
theorem second_difference_identity {A B R d p q : ℝ} (hA : 0 < A) (hB : 0 < B) (hR : 0 < R)
    (hd : d ≠ 0) (h1 : A ^ 2 = R ^ 2 + 2 * d * p + d ^ 2 * q)
    (h2 : B ^ 2 = R ^ 2 - 2 * d * p + d ^ 2 * q) :
    (1 / A + 1 / B - 2 / R) / d ^ 2 =
      8 * p ^ 2 * (A + B + R) / (R * (A + B) * A * B * (A + R) * (B + R))
        - q / (R * A * (A + R)) - q / (R * B * (B + R)) := by
  -- express p and q through the distances; the rest is an identity of rational functions
  have hp : p = (A ^ 2 - B ^ 2) / (4 * d) := by
    rw [eq_div_iff (by positivity)]
    linear_combination h2 - h1
  have hq : q = (A ^ 2 + B ^ 2 - 2 * R ^ 2) / (2 * d ^ 2) := by
    rw [eq_div_iff (by positivity)]
    linear_combination -h1 - h2
  have hAB : A + B ≠ 0 := by positivity
  have hAR : A + R ≠ 0 := by positivity
  have hBR : B + R ≠ 0 := by positivity
  rw [hp, hq]
  field_simp
  ring
```

## A fixed separation $r\neq0$

The centres stay apart while the dumbbells shrink. By hand, this makes $A,B\to R>0$, so every denominator above has a nonzero limit and

$$D_a\to\frac{3p^2}{R^5}-\frac q{R^3}=\frac{3(a\cdot u)^2-\|a\|^2}{R^3}.$$

In Lean, `hR` supplies the same positivity, both for the limits of the quotients and for using the identity at small $d$.

```lean
/-- Away from the source, the symmetric second difference of the Coulomb potential along `a`,
divided by `d ^ 2`, tends to `(3 (a·u)² - ‖a‖²)/‖r‖³` as `d → 0`, with `u = r/‖r‖`. -/
theorem tendsto_second_difference {r : V} (hr : r ≠ 0) (a : V) :
    Tendsto (fun d : ℝ => (1 / ‖r + d • a‖ + 1 / ‖r - d • a‖ - 2 / ‖r‖) / d ^ 2) (𝓝[≠] 0)
      (𝓝 ((3 * ⟪a, unitVec r⟫_ℝ ^ 2 - ‖a‖ ^ 2) / ‖r‖ ^ 3)) := by
  have hR : 0 < ‖r‖ := norm_pos_iff.mpr hr
  have cA : Continuous fun d : ℝ => ‖r + d • a‖ := by fun_prop
  have cB : Continuous fun d : ℝ => ‖r - d • a‖ := by fun_prop
  have hA : Tendsto (fun d : ℝ => ‖r + d • a‖) (𝓝[≠] 0) (𝓝 ‖r‖) :=
    (cA.tendsto' 0 ‖r‖ (by simp)).mono_left nhdsWithin_le_nhds
  have hB : Tendsto (fun d : ℝ => ‖r - d • a‖) (𝓝[≠] 0) (𝓝 ‖r‖) :=
    (cB.tendsto' 0 ‖r‖ (by simp)).mono_left nhdsWithin_le_nhds
  have cR : Tendsto (fun _ : ℝ => ‖r‖) (𝓝[≠] 0) (𝓝 ‖r‖) := tendsto_const_nhds
  have cq : Tendsto (fun _ : ℝ => ‖a‖ ^ 2) (𝓝[≠] 0) (𝓝 (‖a‖ ^ 2)) := tendsto_const_nhds
  have cp : Tendsto (fun _ : ℝ => 8 * ⟪r, a⟫_ℝ ^ 2) (𝓝[≠] 0) (𝓝 (8 * ⟪r, a⟫_ℝ ^ 2)) :=
    tendsto_const_nhds
  -- each term of the exact identity has a limit
  have t1 := cq.div ((cR.mul hA).mul (hA.add cR)) (by positivity)
  have t2 := cq.div ((cR.mul hB).mul (hB.add cR)) (by positivity)
  have t3 := (cp.mul ((hA.add hB).add cR)).div
    (((((cR.mul (hA.add hB)).mul hA).mul hB).mul (hA.add cR)).mul (hB.add cR)) (by positivity)
  have lim := (t3.sub t1).sub t2
  have hu : ⟪a, unitVec r⟫_ℝ = ‖r‖⁻¹ * ⟪r, a⟫_ℝ := by
    rw [unitVec, real_inner_smul_right, real_inner_comm r a]
  convert lim.congr' ?_ using 2
  · rw [hu]
    field_simp
    ring
  · filter_upwards [hA.eventually (lt_mem_nhds hR), hB.eventually (lt_mem_nhds hR),
      self_mem_nhdsWithin] with d h1 h2 hd
    refine (second_difference_identity h1 h2 hR hd ?_ ?_).symm
    · rw [norm_add_sq_real, real_inner_smul_right, norm_smul, mul_pow, Real.norm_eq_abs, sq_abs]
      ring
    · rw [norm_sub_sq_real, real_inner_smul_right, norm_smul, mul_pow, Real.norm_eq_abs, sq_abs]
      ring
```

Since $(a\cdot u)^2-(b\cdot u)^2=-(n_1\cdot u)(n_2\cdot u)$ and $\|a\|^2-\|b\|^2=-n_1\cdot n_2$, subtraction yields

$$E\to\frac{n_1\cdot n_2-3(n_1\cdot u)(n_2\cdot u)}{R^3}.$$

The step `e` is this polarisation. The filter `𝓝[>] 0` means $d\to0^+$, and $n_1,n_2$ are arbitrary.

```lean
/-- Dumbbell limit: at fixed separation `r ≠ 0`, the Coulomb energy between the dumbbells tends
to the point-dipole energy as `d → 0+`. -/
theorem tendsto_dumbbellEnergy {r : V} (hr : r ≠ 0) (n₁ n₂ : V) :
    Tendsto (dumbbellEnergy r n₁ n₂) (𝓝[>] 0) (𝓝 (dipoleEnergy r n₁ n₂)) := by
  have key := ((tendsto_second_difference hr ((1 / 2 : ℝ) • (n₂ - n₁))).sub
    (tendsto_second_difference hr ((1 / 2 : ℝ) • (n₁ + n₂)))).mono_left
    (nhdsWithin_mono (0 : ℝ) (fun x (hx : 0 < x) => ne_of_gt hx))
  -- polarisation turns the two quadratic forms into the dipole coupling
  have e : (3 * ⟪(1 / 2 : ℝ) • (n₂ - n₁), unitVec r⟫_ℝ ^ 2
        - ‖(1 / 2 : ℝ) • (n₂ - n₁)‖ ^ 2) / ‖r‖ ^ 3
      - (3 * ⟪(1 / 2 : ℝ) • (n₁ + n₂), unitVec r⟫_ℝ ^ 2
        - ‖(1 / 2 : ℝ) • (n₁ + n₂)‖ ^ 2) / ‖r‖ ^ 3 = dipoleEnergy r n₁ n₂ := by
    simp only [dipoleEnergy, real_inner_smul_left, inner_sub_left, inner_add_left, norm_smul,
      mul_pow, Real.norm_eq_abs, sq_abs, norm_sub_sq_real, norm_add_sq_real,
      real_inner_comm n₁ n₂]
    ring
  rw [← e]
  refine key.congr fun d => ?_
  rw [dumbbellEnergy_eq]
  ring
```

With coincident centres and $n_1\ne\pm n_2$, the energy is $4d^{-3}(1/\|n_1-n_2\|-1/\|n_1+n_2\|)$, which diverges unless the moments are orthogonal.

## Spacing below the separation

The opening formula needs $0<d<R$: the facing charges have not met. This fixes the nearest distance as $R-d$, and `abs_of_pos` uses it to remove the absolute values. At $d=R$ two opposite charges coincide; beyond that the distance is $d-R$ and the formula changes.

```lean
/-- Two dumbbells of length `d` placed head to tail along `r`, with `0 < d < ‖r‖`, have energy
exactly `-2/(‖r‖ (‖r‖² - d²))`. -/
theorem dumbbellEnergy_head_to_tail {r : V} {d : ℝ} (hd : 0 < d) (hdr : d < ‖r‖) :
    dumbbellEnergy r (unitVec r) (unitVec r) d = -2 / (‖r‖ * (‖r‖ ^ 2 - d ^ 2)) := by
  have hR : 0 < ‖r‖ := hd.trans hdr
  have hu : ‖r‖ • unitVec r = r := by
    rw [unitVec, smul_smul, mul_inv_cancel₀ hR.ne', one_smul]
  have hn (c : ℝ) : ‖r + c • unitVec r‖ = |‖r‖ + c| := by
    have h : r + c • unitVec r = (‖r‖ + c) • unitVec r := by rw [add_smul, hu]
    rw [h, norm_smul, norm_unitVec (norm_pos_iff.mp hR), mul_one, Real.norm_eq_abs]
  have e1 : r + d • (1 / 2 : ℝ) • (unitVec r - unitVec r) = r := by module
  have e2 : r - d • (1 / 2 : ℝ) • (unitVec r - unitVec r) = r := by module
  have e3 : r + d • (1 / 2 : ℝ) • (unitVec r + unitVec r) = r + d • unitVec r := by module
  have e4 : r - d • (1 / 2 : ℝ) • (unitVec r + unitVec r) = r + (-d) • unitVec r := by module
  have h1 : ‖r‖ - d ≠ 0 := (sub_pos.mpr hdr).ne'
  have h2 : ‖r‖ + d ≠ 0 := by positivity
  have h3 : ‖r‖ ^ 2 - d ^ 2 = (‖r‖ - d) * (‖r‖ + d) := by ring
  rw [dumbbellEnergy_eq, e1, e2, e3, e4, hn, hn, abs_of_pos (by linarith),
    abs_of_pos (by linarith), ← sub_eq_add_neg, h3]
  field_simp
  ring
```

## Moments of unit length

Unit length describes classical spins of fixed magnitude, free only to rotate. With $y=n_2\cdot u$, expanding the squares gives

$$4\bigl(n_1\cdot n_2-3(n_1\cdot u)(n_2\cdot u)+2\bigr)=\|2n_1+n_2-3yu\|^2+3\|n_2-yu\|^2.$$

```lean
/-- For unit vectors, the dipole coupling measured from `-2` is a sum of squares. -/
theorem coupling_sum_of_squares {n₁ n₂ u : V} (h1 : ‖n₁‖ = 1) (h2 : ‖n₂‖ = 1) (hu : ‖u‖ = 1) :
    4 * (⟪n₁, n₂⟫_ℝ - 3 * ⟪n₁, u⟫_ℝ * ⟪n₂, u⟫_ℝ + 2) =
      ‖(2 : ℝ) • n₁ + n₂ - (3 * ⟪n₂, u⟫_ℝ) • u‖ ^ 2 + 3 * ‖n₂ - ⟪n₂, u⟫_ℝ • u‖ ^ 2 := by
  simp only [norm_sub_sq_real, norm_add_sq_real, inner_add_left, real_inner_smul_left,
    real_inner_smul_right, norm_smul, mul_pow, Real.norm_eq_abs, sq_abs, h1, h2, hu]
  ring
```

The right side is nonnegative, so the dipole energy is at least $-2/R^3$. Without the length condition this fails: $n_1=n_2=2u$ gives $-8/R^3$.

```lean
/-- The energy of two unit dipoles at separation `r ≠ 0` is at least `-2/‖r‖³`. -/
theorem dipoleEnergy_ge {r n₁ n₂ : V} (hr : r ≠ 0) (h1 : ‖n₁‖ = 1) (h2 : ‖n₂‖ = 1) :
    -2 / ‖r‖ ^ 3 ≤ dipoleEnergy r n₁ n₂ := by
  have h := coupling_sum_of_squares h1 h2 (norm_unitVec hr)
  unfold dipoleEnergy
  gcongr
  nlinarith [sq_nonneg ‖(2 : ℝ) • n₁ + n₂ - (3 * ⟪n₂, unitVec r⟫_ℝ) • unitVec r‖,
    sq_nonneg ‖n₂ - ⟪n₂, unitVec r⟫_ℝ • unitVec r‖]
```

At equality both squares vanish. Then $n_2=yu$ with $|y|=1$, and $2n_1=3yu-n_2=2n_2$. So the moments are equal and point along $u$ or $-u$; `hv` and `hw` are the two vanishing vectors. The converse is substitution.

```lean
/-- Two unit dipoles at separation `r ≠ 0` have energy `-2/‖r‖³` exactly when they are equal and
point along `r` or against it. -/
theorem dipoleEnergy_eq_min_iff {r n₁ n₂ : V} (hr : r ≠ 0) (h1 : ‖n₁‖ = 1) (h2 : ‖n₂‖ = 1) :
    dipoleEnergy r n₁ n₂ = -2 / ‖r‖ ^ 3 ↔
      n₁ = n₂ ∧ (n₁ = unitVec r ∨ n₁ = -unitVec r) := by
  have hu := norm_unitVec hr
  constructor
  · intro h
    have hR : ‖r‖ ^ 3 ≠ 0 := pow_ne_zero 3 (norm_ne_zero_iff.mpr hr)
    have hc := (div_left_inj' hR).mp h
    have hs := coupling_sum_of_squares h1 h2 hu
    -- both squares vanish
    have hv : (2 : ℝ) • n₁ + n₂ - (3 * ⟪n₂, unitVec r⟫_ℝ) • unitVec r = 0 := by
      refine norm_eq_zero.mp ((pow_eq_zero_iff two_ne_zero).mp ?_)
      nlinarith [sq_nonneg ‖(2 : ℝ) • n₁ + n₂ - (3 * ⟪n₂, unitVec r⟫_ℝ) • unitVec r‖,
        sq_nonneg ‖n₂ - ⟪n₂, unitVec r⟫_ℝ • unitVec r‖]
    have hw : n₂ - ⟪n₂, unitVec r⟫_ℝ • unitVec r = 0 := by
      refine norm_eq_zero.mp ((pow_eq_zero_iff two_ne_zero).mp ?_)
      rw [hv, norm_zero] at hs
      linarith
    have h12 : n₁ = n₂ := by
      linear_combination (norm := module) (1 / 2 : ℝ) • hv - (3 / 2 : ℝ) • hw
    have hw' := sub_eq_zero.mp hw
    have hx := congrArg norm hw'
    rw [norm_smul, hu, h2, mul_one, Real.norm_eq_abs] at hx
    refine ⟨h12, ?_⟩
    rcases eq_or_eq_neg_of_abs_eq hx.symm with h' | h'
    · left
      rw [h', one_smul] at hw'
      exact h12.trans hw'
    · right
      rw [h', neg_smul, one_smul] at hw'
      exact h12.trans hw'
  · have huu : ⟪unitVec r, unitVec r⟫_ℝ = 1 := by
      rw [real_inner_self_eq_norm_sq, hu, one_pow]
    rintro ⟨h12, h | h⟩
    · rw [← h12, h, dipoleEnergy, huu]
      ring
    · rw [← h12, h]
      simp only [dipoleEnergy, inner_neg_left, inner_neg_right, huu]
      ring

end

end DumbbellLimit
```

For simulations of dipolar magnets, the limit supports replacing a point moment by a short pair of opposite magnetic charges, here for a single pair of classical dumbbells without exchange or periodic images.

```lean
#print axioms DumbbellLimit.tendsto_dumbbellEnergy
-- 'DumbbellLimit.tendsto_dumbbellEnergy' depends on axioms: [propext, Classical.choice, Quot.sound]
#print axioms DumbbellLimit.dumbbellEnergy_head_to_tail
-- 'DumbbellLimit.dumbbellEnergy_head_to_tail' depends on axioms: [propext, Classical.choice, Quot.sound]
#print axioms DumbbellLimit.dipoleEnergy_ge
-- 'DumbbellLimit.dipoleEnergy_ge' depends on axioms: [propext, Classical.choice, Quot.sound]
#print axioms DumbbellLimit.dipoleEnergy_eq_min_iff
-- 'DumbbellLimit.dipoleEnergy_eq_min_iff' depends on axioms: [propext, Classical.choice, Quot.sound]
```
